# The core norm fixes the one free parameter of an exponential pseudo-wave

## Solving for the last coefficient

One way to make a pseudo-wave norm-conserving is to solve a scalar equation. The pseudo-wave already has the right value and slope at the core radius, one coefficient is still free, and it is adjusted until the pseudo-wave holds as much charge inside the core as the all-electron wave. For an exponential pseudo-wave whose other coefficients are held fixed, and whose free term has the form given below, this equation has exactly one real solution. A root search for that single parameter therefore has a solution to find, and no second one to confuse it with.

Let $R>0$ be the core radius and $l$ the angular momentum. Write the all-electron orbital as $u(r)/r$ times a spherical harmonic, with $u$ real. Its charge inside the core sphere is $\int_0^R u(r)^2\,dr$. Inside the core, $u$ is replaced by a function without nodes at $r>0$,
$$\varphi_t(r)=r^{l+1}\exp\big(p(r)+t\,g(r)\big),\qquad g(r)=(R^2-r^2)^k .$$
Here $p$ is a fixed function, $t$ is the free parameter and $k$ is a natural number. The factor $r^{l+1}$ is the usual behaviour near the nucleus. The norm condition is
$$n(t)=\int_0^R \varphi_t(r)^2\,dr=\int_0^R r^{2l+2}\,e^{2p(r)+2t(R^2-r^2)^k}\,dr=N .$$
With $N=\int_0^R u(r)^2\,dr$ it stands for equal charge in the core. When the pseudo-orbital and the true orbital also agree beyond $R$, their spherically averaged charge densities produce the same electrostatic potential there.

## What is stated, and for which functions

In Lean, `pseudoWave p R l k t r` is $\varphi_t(r)$, which is $r$ times the radial function. The quantity `coreNorm p R l k t` is $n(t)$. Despite its name it is the integral of the square, with no square root taken. The theorem `coreNorm_eq` gives its explicit form.

The main theorem, `existsUnique_coreNorm_eq`, reads: if $R>0$, $p$ is continuous on $[0,R]$ and $N>0$, then there is exactly one real $t$ with $n(t)=N$. The symbol `∃!` means "exactly one". The function `p` is defined on all of `ℝ`, but `ContinuousOn p (Icc 0 R)` restricts it only in the core.

Two further theorems follow from it, under the same conditions on $R$ and $p$:

- `range_coreNorm`: the values taken by $n$ are exactly the positive numbers.
- `existsUnique_normConserving`: if $u$ is continuous on $[0,R]$ and non-zero somewhere there, exactly one $t$ gives $n(t)=\int_0^R u^2\,dr$. If $u$ is normalised over all space, this number is the fraction of the orbital's charge that lies in the core.

These norm statements hold for every natural $k$, including $k=0$, where $t$ merely rescales the wave. Larger $k$ protects the join at $R$. For $k\ge1$ the value $\varphi_t(R)$ does not depend on $t$ (`pseudoWave_boundary`). For $k\ge2$ the slope does not either, provided that $p$ is differentiable at $R$ (`pseudoWave_slope`). The hypothesis `HasDerivAt p p' R` is a two-sided derivative, so there `p` must be differentiable at $R$ from both sides, with equal slopes, and `p'` is a number, the slope at that point.

Building a real pseudopotential takes further steps that are not treated here. One of them is to choose $p$ so that $\varphi_t$ actually joins $u$ at $R$, with the sign of $u$ chosen so that $u(R)>0$. In `existsUnique_normConserving` the functions $p$ and $u$ are unrelated, and $u$ need not solve a radial Schrödinger equation. The result concerns one angular-momentum channel and one parameter, with $p$ independent of $t$. A scheme that readjusts $p$ as $t$ varies poses a different equation.

## Derivation

**The join at $R$.** For $k\ge1$ we have $g(R)=0$, so $\varphi_t(R)=R^{l+1}e^{p(R)}$. Differentiating the wave gives, for $r>0$ where $p$ is differentiable,
$$\varphi_t'(r)=\Big(\frac{l+1}{r}+p'(r)+t\,g'(r)\Big)\varphi_t(r).$$
For $k\ge2$, $g'(r)=-2kr(R^2-r^2)^{k-1}$ vanishes at $R$. The logarithmic derivative there is $(l+1)/R+p'(R)$, whatever $t$ is.

**The norm increases strictly.** Let $s<t$. Then
$$\varphi_t(r)^2=\varphi_s(r)^2\,e^{2(t-s)g(r)} .$$
Since $g\ge0$ on $[0,R]$, the density nowhere decreases. For $0<r<R$ both $g(r)$ and $\varphi_s(r)$ are positive, so it grows strictly. Hence $n(s)<n(t)$.

**The norm is continuous.** The integrand is continuous in $(t,r)$ jointly. On a bounded range of $t$ and the compact interval $[0,R]$ it is uniformly continuous, so its integral over $r$ is continuous in $t$.

**The norm tends to zero as $t\to-\infty$.** For $0\le r<R$ we have $g(r)>0$, so $\varphi_t(r)^2\to0$. For $t\le0$ the density is bounded by $\varphi_0(r)^2$, which is integrable and independent of $t$. Dominated convergence gives $n(t)\to0$.

**The norm is unbounded as $t\to+\infty$.** Averaging $e^x\ge1+x$ and $e^x>0$ gives $e^x\ge x/2$. With $x=2t\,g(r)$,
$$\varphi_t(r)^2=\varphi_0(r)^2e^{2tg(r)}\ge t\,\varphi_0(r)^2g(r),$$
and therefore
$$n(t)\ge A\,t,\qquad A=\int_0^R\varphi_0(r)^2g(r)\,dr>0 .$$

**Existence and uniqueness.** Given $N>0$, there are parameters $a$ and $b$ with $n(a)<N\le n(b)$. The intermediate value theorem supplies a $t$ with $n(t)=N$, and strict growth rules out a second one.

**The corollaries.** Every $n(t)$ is positive, because its integrand is positive for $0<r<R$, so the attainable norms are exactly the positive numbers. If $u$ is continuous and non-zero at some point of $[0,R]$, it is non-zero on a subinterval of positive length. Then $\int_0^R u^2\,dr>0$, and this number can serve as $N$.

## The Lean file

```lean
import Mathlib

open MeasureTheory Set Filter Topology

namespace RadialPseudisation

noncomputable section

/-- The radial pseudo-wave `r^(l+1) exp(p(r) + t (R² - r²)^k)` with adjustable parameter `t`. -/
def pseudoWave (p : ℝ → ℝ) (R : ℝ) (l k : ℕ) (t r : ℝ) : ℝ :=
  r ^ (l + 1) * Real.exp (p r + t * (R ^ 2 - r ^ 2) ^ k)

/-- The norm of the pseudo-wave in the core: the integral of its square from `0` to `R`. -/
def coreNorm (p : ℝ → ℝ) (R : ℝ) (l k : ℕ) (t : ℝ) : ℝ :=
  ∫ r in (0 : ℝ)..R, pseudoWave p R l k t r ^ 2

variable {p : ℝ → ℝ} {R : ℝ} {l k : ℕ}

/-- The core norm written out as an explicit radial integral. -/
theorem coreNorm_eq (t : ℝ) : coreNorm p R l k t =
    ∫ r in (0 : ℝ)..R,
      r ^ (2 * l + 2) * Real.exp (2 * p r + 2 * t * (R ^ 2 - r ^ 2) ^ k) := by
  refine intervalIntegral.integral_congr fun r _ => ?_
  have e : Real.exp (2 * p r + 2 * t * (R ^ 2 - r ^ 2) ^ k)
      = Real.exp (p r + t * (R ^ 2 - r ^ 2) ^ k) ^ 2 := by
    rw [sq (Real.exp _), ← Real.exp_add]
    congr 1
    ring
  simp only [pseudoWave]
  rw [e]
  ring

/-- For `k ≥ 1` the value of the pseudo-wave at the core radius does not depend on `t`. -/
theorem pseudoWave_boundary (hk : 1 ≤ k) (t : ℝ) :
    pseudoWave p R l k t R = R ^ (l + 1) * Real.exp (p R) := by
  have hk0 : k ≠ 0 := by omega
  simp [pseudoWave, hk0]

/-- For `k ≥ 2`, `R > 0` and `p` differentiable at `R` with slope `p'`, the pseudo-wave has
logarithmic derivative `(l+1)/R + p'` at the core radius, whatever `t` is. -/
theorem pseudoWave_slope (hR : 0 < R) (hk : 2 ≤ k) {p' : ℝ} (hp : HasDerivAt p p' R) (t : ℝ) :
    HasDerivAt (pseudoWave p R l k t)
      (((l + 1) / R + p') * pseudoWave p R l k t R) R := by
  obtain ⟨m, rfl⟩ : ∃ m, k = m + 2 := ⟨k - 2, by omega⟩
  have h0 : HasDerivAt (fun r : ℝ => R ^ 2 - r ^ 2) (-(2 * R)) R := by
    simpa using (hasDerivAt_pow 2 R).const_sub (R ^ 2)
  -- the function multiplying `t` has zero slope at the core radius
  have h1 : HasDerivAt (fun r : ℝ => (R ^ 2 - r ^ 2) ^ (m + 2)) 0 R :=
    (h0.fun_pow (m + 2)).congr_deriv (by simp)
  have h2 := (hasDerivAt_pow (l + 1) R).fun_mul (hp.fun_add (h1.const_mul t)).exp
  refine h2.congr_deriv ?_
  have e : ((l : ℝ) + 1) / R * R ^ (l + 1) = (l + 1) * R ^ l := by
    rw [pow_succ]
    field_simp
  simp only [pseudoWave, Nat.add_sub_cancel]
  push_cast
  linear_combination (-Real.exp (p R + t * (R ^ 2 - R ^ 2) ^ (m + 2))) * e

/-- At each radius of the core the density of the pseudo-wave does not decrease with `t`. -/
theorem density_mono {r s t : ℝ} (h0 : 0 ≤ r) (hr : r ≤ R) (hst : s ≤ t) :
    pseudoWave p R l k s r ^ 2 ≤ pseudoWave p R l k t r ^ 2 := by
  have hg : 0 ≤ (R ^ 2 - r ^ 2) ^ k := pow_nonneg (by nlinarith) k
  have h := mul_le_mul_of_nonneg_right hst hg
  unfold pseudoWave
  exact pow_le_pow_left₀ (by positivity)
    (mul_le_mul_of_nonneg_left (Real.exp_le_exp.mpr (by linarith)) (by positivity)) 2

private lemma continuousOn_density (hp : ContinuousOn p (Icc 0 R)) (t : ℝ) :
    ContinuousOn (fun r => pseudoWave p R l k t r ^ 2) (Icc 0 R) := by
  unfold pseudoWave
  fun_prop

/-- For `R > 0` and `p` continuous on the core, the core norm increases strictly with `t`. -/
theorem coreNorm_strictMono (hR : 0 < R) (hp : ContinuousOn p (Icc 0 R)) :
    StrictMono (coreNorm p R l k) := by
  intro s t hst
  refine intervalIntegral.integral_lt_integral_of_continuousOn_of_le_of_exists_lt hR
    (continuousOn_density hp s) (continuousOn_density hp t)
    (fun r hr => density_mono hr.1.le hr.2 hst.le) ⟨R / 2, ⟨by linarith, by linarith⟩, ?_⟩
  -- halfway into the core the density grows strictly
  have hg : 0 < (R ^ 2 - (R / 2) ^ 2) ^ k := pow_pos (by nlinarith) k
  have h := mul_lt_mul_of_pos_right hst hg
  unfold pseudoWave
  exact pow_lt_pow_left₀
    (mul_lt_mul_of_pos_left (Real.exp_lt_exp.mpr (by linarith)) (by positivity))
    (by positivity) (by norm_num)

private lemma coreNorm_continuous (hR : 0 < R) (hp : ContinuousOn p (Icc 0 R)) :
    Continuous (coreNorm p R l k) := by
  -- extend `p` continuously beyond the core
  obtain ⟨q, hq, hqp⟩ : ∃ q : ℝ → ℝ, Continuous q ∧ ∀ r ∈ Icc 0 R, q r = p r := by
    refine ⟨fun r => p (max 0 (min R r)), hp.comp_continuous (by fun_prop)
      (fun r => ⟨le_max_left _ _, max_le hR.le (min_le_left _ _)⟩), fun r hr => ?_⟩
    show p (max 0 (min R r)) = p r
    rw [min_eq_right hr.2, max_eq_right hr.1]
  have h : coreNorm p R l k = fun t => ∫ r in (0 : ℝ)..R, pseudoWave q R l k t r ^ 2 := by
    funext t
    refine intervalIntegral.integral_congr fun r hr => ?_
    rw [uIcc_of_le hR.le] at hr
    simp only [pseudoWave, hqp r hr]
  rw [h]
  apply intervalIntegral.continuous_parametric_intervalIntegral_of_continuous'
  show Continuous (fun x : ℝ × ℝ =>
    (x.2 ^ (l + 1) * Real.exp (q x.2 + x.1 * (R ^ 2 - x.2 ^ 2) ^ k)) ^ 2)
  fun_prop

/-- For `R > 0` and `p` continuous on the core, the core norm tends to zero as `t → -∞`. -/
theorem coreNorm_tendsto_zero (hR : 0 < R) (hp : ContinuousOn p (Icc 0 R)) :
    Tendsto (coreNorm p R l k) atBot (𝓝 0) := by
  have hint : ∀ t, IntervalIntegrable (fun r => pseudoWave p R l k t r ^ 2) volume 0 R :=
    fun t => (continuousOn_density hp t).intervalIntegrable_of_Icc hR.le
  have key : Tendsto (fun t => ∫ r in (0 : ℝ)..R, pseudoWave p R l k t r ^ 2) atBot
      (𝓝 (∫ _ in (0 : ℝ)..R, (0 : ℝ))) := by
    -- dominated convergence, with the density at `t = 0` as the bound
    refine intervalIntegral.tendsto_integral_filter_of_dominated_convergence
      (fun r => pseudoWave p R l k 0 r ^ 2)
      (Eventually.of_forall fun t => (hint t).def'.aestronglyMeasurable) ?_ (hint 0) ?_
    · filter_upwards [eventually_le_atBot (0 : ℝ)] with t ht
      refine Eventually.of_forall fun r hr => ?_
      rw [uIoc_of_le hR.le] at hr
      rw [Real.norm_of_nonneg (sq_nonneg _)]
      exact density_mono hr.1.le hr.2 ht
    · filter_upwards [compl_mem_ae_iff.mpr (measure_singleton (μ := volume) R)] with r hne hr
      rw [uIoc_of_le hR.le] at hr
      have hlt : r < R := lt_of_le_of_ne hr.2 hne
      have hg : 0 < (R ^ 2 - r ^ 2) ^ k := pow_pos (by nlinarith [hr.1]) k
      have h1 : Tendsto (fun t : ℝ => p r + t * (R ^ 2 - r ^ 2) ^ k) atBot atBot :=
        tendsto_atBot_add_const_left _ _ (tendsto_id.atBot_mul_const hg)
      have h2 := ((Real.tendsto_exp_atBot.comp h1).const_mul (r ^ (l + 1))).pow 2
      have e : (r ^ (l + 1) * 0) ^ 2 = 0 := by simp
      rw [e] at h2
      exact h2
  rw [intervalIntegral.integral_zero] at key
  exact key

/-- For `R > 0` and `p` continuous on the core, the core norm grows without bound as `t → ∞`. -/
theorem coreNorm_tendsto_atTop (hR : 0 < R) (hp : ContinuousOn p (Icc 0 R)) :
    Tendsto (coreNorm p R l k) atTop atTop := by
  have hc : ContinuousOn (fun r => pseudoWave p R l k 0 r ^ 2 * (R ^ 2 - r ^ 2) ^ k)
      (Icc 0 R) := (continuousOn_density hp 0).mul (by fun_prop)
  have hi := hc.intervalIntegrable_of_Icc (μ := volume) hR.le
  have hA : 0 < ∫ r in (0 : ℝ)..R, pseudoWave p R l k 0 r ^ 2 * (R ^ 2 - r ^ 2) ^ k := by
    refine intervalIntegral.intervalIntegral_pos_of_pos_on hi (fun r hr => ?_) hR
    have h0 : 0 < r := hr.1
    have hg : 0 < (R ^ 2 - r ^ 2) ^ k := pow_pos (by nlinarith [hr.2]) k
    exact mul_pos (by unfold pseudoWave; positivity) hg
  -- the norm lies above a straight line of positive slope
  refine tendsto_atTop_mono (fun t => ?_) (tendsto_id.const_mul_atTop hA)
  simp only [id]
  rw [← intervalIntegral.integral_mul_const]
  refine intervalIntegral.integral_mono_on hR.le (hi.mul_const t)
    ((continuousOn_density hp t).intervalIntegrable_of_Icc hR.le) (fun r _ => ?_)
  have e : pseudoWave p R l k t r ^ 2 = pseudoWave p R l k 0 r ^ 2 *
      Real.exp (2 * ((R ^ 2 - r ^ 2) ^ k * t)) := by
    rw [two_mul, Real.exp_add, mul_comm _ t]
    simp only [pseudoWave, zero_mul, add_zero, Real.exp_add]
    ring
  rw [e, mul_assoc]
  refine mul_le_mul_of_nonneg_left ?_ (sq_nonneg _)
  linarith [Real.add_one_le_exp (2 * ((R ^ 2 - r ^ 2) ^ k * t)),
    Real.exp_pos (2 * ((R ^ 2 - r ^ 2) ^ k * t))]

/-- The core norm fixes the parameter `t`: for `R > 0`, `p` continuous on the core and any
prescribed norm `N > 0`, exactly one real `t` gives the core norm `N`. -/
theorem existsUnique_coreNorm_eq (hR : 0 < R) (hp : ContinuousOn p (Icc 0 R))
    {N : ℝ} (hN : 0 < N) : ∃! t, coreNorm p R l k t = N := by
  obtain ⟨a, ha⟩ :=
    ((coreNorm_tendsto_zero (l := l) (k := k) hR hp).eventually_lt_const hN).exists
  obtain ⟨b, hb⟩ :=
    ((coreNorm_tendsto_atTop (l := l) (k := k) hR hp).eventually_ge_atTop N).exists
  obtain ⟨t, ht⟩ := mem_range_of_exists_le_of_exists_ge
    (coreNorm_continuous (l := l) (k := k) hR hp) ⟨a, ha.le⟩ ⟨b, hb⟩
  exact ⟨t, ht, fun s hs => (coreNorm_strictMono hR hp).injective (hs.trans ht.symm)⟩

/-- For `R > 0` and `p` continuous on the core, the attainable core norms are exactly the
positive numbers. -/
theorem range_coreNorm (hR : 0 < R) (hp : ContinuousOn p (Icc 0 R)) :
    range (coreNorm p R l k) = Ioi 0 := by
  ext N
  constructor
  · rintro ⟨t, rfl⟩
    refine intervalIntegral.intervalIntegral_pos_of_pos_on
      ((continuousOn_density hp t).intervalIntegrable_of_Icc hR.le) (fun r hr => ?_) hR
    have h0 : 0 < r := hr.1
    unfold pseudoWave
    positivity
  · intro hN
    exact (existsUnique_coreNorm_eq hR hp hN).exists

/-- For `R > 0` and `p` continuous on the core, exactly one `t` gives the pseudo-wave the same core
norm as a given real function `u`, continuous and not identically zero there. -/
theorem existsUnique_normConserving (hR : 0 < R) (hp : ContinuousOn p (Icc 0 R))
    {u : ℝ → ℝ} (hu : ContinuousOn u (Icc 0 R)) (hne : ∃ r ∈ Icc 0 R, u r ≠ 0) :
    ∃! t, coreNorm p R l k t = ∫ r in (0 : ℝ)..R, u r ^ 2 := by
  obtain ⟨r, hr, hur⟩ := hne
  exact existsUnique_coreNorm_eq hR hp (intervalIntegral.integral_pos hR (hu.pow 2)
    (fun x _ => sq_nonneg (u x)) ⟨r, hr, pow_pos_of_ne hur⟩)
where
  pow_pos_of_ne {x : ℝ} (hx : x ≠ 0) : 0 < x ^ 2 := by positivity

end

end RadialPseudisation
```

```lean
#print axioms RadialPseudisation.pseudoWave_slope
#print axioms RadialPseudisation.existsUnique_coreNorm_eq
#print axioms RadialPseudisation.range_coreNorm
#print axioms RadialPseudisation.existsUnique_normConserving
```

```
'RadialPseudisation.pseudoWave_slope' depends on axioms: [propext, Classical.choice, Quot.sound]
'RadialPseudisation.existsUnique_coreNorm_eq' depends on axioms: [propext, Classical.choice, Quot.sound]
'RadialPseudisation.range_coreNorm' depends on axioms: [propext, Classical.choice, Quot.sound]
'RadialPseudisation.existsUnique_normConserving' depends on axioms: [propext, Classical.choice, Quot.sound]
```

## From the derivation to the Lean proof

**Boundary data.** `pseudoWave_boundary` simplifies $0^k$ to zero for $k\ne0$. In `pseudoWave_slope`, $k$ is written as $m+2$. The step `h1` shows that the derivative of $g$ at $R$ is zero, and `h2` applies the product and chain rules. The closing `linear_combination` matches $(l+1)R^l$ with $\frac{l+1}{R}R^{l+1}$.

**Monotonicity.** `density_mono` is the pointwise comparison on the core. To make the integral inequality strict, `coreNorm_strictMono` uses a Mathlib lemma for continuous integrands: a weak inequality throughout, together with a strict one at a single point, is enough. The chosen point is $R/2$. The continuity of the density comes from `continuousOn_density`.

**Continuity in the parameter.** The Mathlib lemma used in `coreNorm_continuous` asks for an integrand that is continuous for all real $r$, whereas $p$ is known to be continuous only on the core. The proof replaces $p(r)$ by $p(\max(0,\min(R,r)))$, which freezes it at its end values outside $[0,R]$. The integral does not change, and `fun_prop` checks the joint continuity.

**The two limits.** `coreNorm_tendsto_zero` is the dominated-convergence argument, with the density at $t=0$ as the bound. The point $r=R$ is removed as a set of measure zero, since for $k\ge1$ the density there does not depend on $t$. In `coreNorm_tendsto_atTop`, `hA` proves $A>0$, and `tendsto_atTop_mono` reduces the claim to the straight line $At$. The final `linarith` combines the same two exponential inequalities as above.

**The unique parameter.** `existsUnique_coreNorm_eq` draws $a$ and $b$ from the two limits. It obtains $t$ from `mem_range_of_exists_le_of_exists_ge`, a form of the intermediate value theorem, and uniqueness from the injectivity of a strictly increasing function. `range_coreNorm` adds the positivity of the integral. `existsUnique_normConserving` shows that $\int_0^R u^2\,dr$ is positive and applies the main theorem with that value as $N$.
